# Two modes with a nowhere vanishing Wronskian fix the time-local damping and squared frequency

Suppose the mean position of a harmonic Brownian particle in a harmonic bath has been computed for two initial conditions of the particle, with all initial bath means zero, giving curves $u(t)$ and $v(t)$. The next step is to extract from them the coefficients of a time-local equation of motion, $q''+Gq'+Kq=0$. Two ratios do this wherever the Wronskian $W=uv'-u'v$ is nonzero:

$$G=-\frac{W'}{W},\qquad K=\frac{u'v''-u''v'}{W}.$$

## From the bath to two curves

Take a harmonic particle whose position is coupled linearly to the positions of a harmonic bath. Let the bath positions and momenta all have zero mean initially, whatever the particle's initial means. The particle's mean position then depends linearly on its own initial mean position and momentum. If the initial pairs of means chosen for $u$ and $v$ are linearly independent, every mean trajectory has the form $q=au+bv$ with real $a,b$. Memory of the bath is contained in the shapes of $u$ and $v$. If the particle and a thermal bath start uncorrelated, then wherever $W\neq0$ the ratios $G$ and $K$ are the damping and squared frequency that the exact master equation gives to the mean motion; its diffusion terms need separate information about the noise.

The condition $W(t)\neq0$ says that the present pair $(q,q')$ determines $a$ and $b$, and hence the initial means.

## Solving for the coefficients

Fix a time and seek numbers $g,k$ such that $q''+gq'+kq=0$ for every superposition. Choosing $(a,b)=(1,0)$ and $(0,1)$ gives

$$u''+gu'+ku=0,\qquad v''+gv'+kv=0.$$

Multiply the second equation by $u$, the first by $v$, and subtract:

$$uv''-u''v+gW=0.$$

Since $W'=u'v'+uv''-u''v-u'v'=uv''-u''v$, this is Abel's identity $W'=-gW$. Next multiply the first equation by $v'$, the second by $u'$, and subtract:

$$u''v'-u'v''+kW=0.$$

Dividing by $W$ gives the two ratios, so no other values are possible.

Conversely, insert these values and multiply the equation for $u$ by $W$:

$$(uv'-u'v)u''-(uv''-u''v)u'+(u'v''-u''v')u=0,$$

because the terms cancel in pairs. The same happens for $v$, and linearity extends the equation to $au+bv$.

## No further solutions

Let $q$ be any twice differentiable solution of the equation with these $G$ and $K$, and let $W$ vanish nowhere. By Abel's identity, $x=qv'-q'v$ and $x=uq'-u'q$ both satisfy $x'=-Gx$, as $W$ does. Therefore

$$\left(\frac{x}{W}\right)'=\frac{-GxW+xGW}{W^2}=0.$$

The ratios $a=(qv'-q'v)/W$ and $b=(uq'-u'q)/W$ are constants, and

$$au+bv=\frac{q(uv'-u'v)}{W}=q.$$

## When the Wronskian crosses zero

If $W=0$ but $W'\neq0$ at some time, Abel's identity would require $W'=0$, so no finite coefficients exist there. As a purely mathematical illustration, not derived from a bath model, take $u=1$ and $v=t-t^2/2$, for which $W=1-t$. At $t=1$ the first mode forces $k=0$, while the second has $v'=0$ and $v''=-1$, leaving $-1=0$. Away from that instant $G=1/(1-t)$, which diverges as $t\to1$.

## Constant damping and its critical limit

For $\omega\neq0$, take $u=e^{-\gamma t/2}\cos\omega t$ and $v=e^{-\gamma t/2}\sin\omega t$. Then $W=\omega e^{-\gamma t}\neq0$. For any superposition $q$, the function $y=e^{\gamma t/2}q$ satisfies $y''=-\omega^2y$. Expanding $y''$ gives

$$q''+\gamma q'+\left(\omega^2+\frac{\gamma^2}{4}\right)q=0,$$

so $G=\gamma$ and $K=\omega^2+\gamma^2/4$.

At $\omega=0$ the sine mode vanishes and $W=0$. Dividing that mode by $\omega$ before taking the limit gives $te^{-\gamma t/2}$ instead. Together with $e^{-\gamma t/2}$ it has $W=e^{-\gamma t}$, and the coefficients become $\gamma$ and $\gamma^2/4$: critical damping when $\gamma>0$.

## The statement in Lean

The modes are functions `u v : ℝ → ℝ`. `TwiceDiff` requires first and second derivatives at every real time; the second need not be continuous. `wronskian` and `superpose` are $W$ and $au+bv$, and `ObeysAt g k q t` is the equation of motion at one instant. `damping` and `frequencySq` are the two ratios, with physical meaning only where $W\neq0$.

The main theorem, `time_local_coefficients_unique`, assumes `TwiceDiff` for both modes and $W(t)\neq0$ for all real $t$. It says that functions `G` and `K` govern all superpositions at all times if and only if they equal `damping u v` and `frequencySq u v`. Its single-time version, `coefficients_at`, needs $W\neq0$ only at the chosen time.

The bath, the quantum state and the master equation do not appear in the file: the modes are given, and their linear superposition is the physical input.

```lean
import Mathlib

namespace TimeLocalBrownianMotion

noncomputable section

/-- The function `f` of time has a first and a second derivative at every time. -/
def TwiceDiff (f : ℝ → ℝ) : Prop :=
  Differentiable ℝ f ∧ Differentiable ℝ (deriv f)

/-- The Wronskian `W = u v' - u' v` of two modes. -/
def wronskian (u v : ℝ → ℝ) (t : ℝ) : ℝ :=
  u t * deriv v t - deriv u t * v t

/-- The superposition `a u + b v` of two modes. -/
def superpose (a b : ℝ) (u v : ℝ → ℝ) (t : ℝ) : ℝ :=
  a * u t + b * v t

/-- At time `t` the trajectory `q` obeys `q'' + g q' + k q = 0`. -/
def ObeysAt (g k : ℝ) (q : ℝ → ℝ) (t : ℝ) : Prop :=
  deriv (deriv q) t + g * deriv q t + k * q t = 0

/-- The time-local damping `-W'/W`, meaningful at times where `W ≠ 0`. -/
def damping (u v : ℝ → ℝ) (t : ℝ) : ℝ :=
  -deriv (wronskian u v) t / wronskian u v t

/-- The time-local squared frequency `(u' v'' - u'' v')/W`, meaningful at times
where `W ≠ 0`. -/
def frequencySq (u v : ℝ → ℝ) (t : ℝ) : ℝ :=
  (deriv u t * deriv (deriv v) t - deriv (deriv u) t * deriv v t) / wronskian u v t

variable {u v : ℝ → ℝ}

/-- The velocity of a superposition of differentiable modes is the superposition of
their velocities. -/
theorem deriv_superpose (hu : Differentiable ℝ u) (hv : Differentiable ℝ v) (a b : ℝ) :
    deriv (superpose a b u v) = superpose a b (deriv u) (deriv v) := by
  funext t
  exact (((hu t).hasDerivAt.const_mul a).fun_add ((hv t).hasDerivAt.const_mul b)).deriv

/-- For twice differentiable modes the Wronskian changes at the rate `u v'' - u'' v`. -/
theorem hasDerivAt_wronskian (hu : TwiceDiff u) (hv : TwiceDiff v) (t : ℝ) :
    HasDerivAt (wronskian u v)
      (u t * deriv (deriv v) t - deriv (deriv u) t * v t) t := by
  have h := ((hu.1 t).hasDerivAt.fun_mul (hv.2 t).hasDerivAt).fun_sub
    ((hu.2 t).hasDerivAt.fun_mul (hv.1 t).hasDerivAt)
  exact h.congr_deriv (by ring)

/-- If every superposition of two modes obeys the time-local equation at time `t`, then
so does each mode. -/
theorem modes_obey {g k t : ℝ} (h : ∀ a b, ObeysAt g k (superpose a b u v) t) :
    ObeysAt g k u t ∧ ObeysAt g k v t := by
  have e1 : superpose 1 0 u v = u := by funext s; simp [superpose]
  have e2 : superpose 0 1 u v = v := by funext s; simp [superpose]
  have h1 := h 1 0
  have h2 := h 0 1
  rw [e1] at h1
  rw [e2] at h2
  exact ⟨h1, h2⟩

/-- Abel's identity: if two twice differentiable modes obey the same time-local equation
at time `t`, their Wronskian satisfies `W' = -g W` there. -/
theorem abel_identity (hu : TwiceDiff u) (hv : TwiceDiff v) {g k t : ℝ}
    (h1 : ObeysAt g k u t) (h2 : ObeysAt g k v t) :
    HasDerivAt (wronskian u v) (-g * wronskian u v t) t := by
  refine (hasDerivAt_wronskian hu hv t).congr_deriv ?_
  unfold ObeysAt at h1 h2
  unfold wronskian
  linear_combination u t * h2 - v t * h1

/-- At a time where the Wronskian of two twice differentiable modes is nonzero, numbers
`g` and `k` govern all their superpositions exactly when they are the time-local damping
and squared frequency. -/
theorem coefficients_at (hu : TwiceDiff u) (hv : TwiceDiff v) {t : ℝ}
    (hW : wronskian u v t ≠ 0) (g k : ℝ) :
    (∀ a b, ObeysAt g k (superpose a b u v) t) ↔
      g = damping u v t ∧ k = frequencySq u v t := by
  have hd := (hasDerivAt_wronskian hu hv t).deriv
  unfold damping frequencySq
  rw [eq_div_iff hW, eq_div_iff hW, hd]
  constructor
  · -- insert the two modes and solve the linear system for g and k
    intro h
    obtain ⟨h1, h2⟩ := modes_obey h
    unfold ObeysAt at h1 h2
    unfold wronskian
    constructor
    · linear_combination u t * h2 - v t * h1
    · linear_combination deriv v t * h1 - deriv u t * h2
  · -- multiplied by W, the equation is a vanishing 3 × 3 determinant
    rintro ⟨hg, hk⟩ a b
    simp only [ObeysAt, deriv_superpose hu.1 hv.1, deriv_superpose hu.2 hv.2]
    apply mul_left_cancel₀ hW
    simp only [superpose, wronskian] at hg hk ⊢
    linear_combination (a * deriv u t + b * deriv v t) * hg + (a * u t + b * v t) * hk

/-- For twice differentiable modes with nowhere vanishing Wronskian, all superpositions
`q = a u + b v` obey `q'' + G q' + K q = 0` at all times if and only if `G = -W'/W` and
`K = (u' v'' - u'' v')/W`. -/
theorem time_local_coefficients_unique (hu : TwiceDiff u) (hv : TwiceDiff v)
    (hW : ∀ t, wronskian u v t ≠ 0) (G K : ℝ → ℝ) :
    (∀ a b t, ObeysAt (G t) (K t) (superpose a b u v) t) ↔
      G = damping u v ∧ K = frequencySq u v := by
  constructor
  · intro h
    have key := fun t => (coefficients_at hu hv (hW t) (G t) (K t)).1 fun a b => h a b t
    exact ⟨funext fun t => (key t).1, funext fun t => (key t).2⟩
  · rintro ⟨rfl, rfl⟩ a b t
    exact (coefficients_at hu hv (hW t) _ _).2 ⟨rfl, rfl⟩ a b

/-- If the Wronskian of two twice differentiable modes vanishes nowhere, every twice
differentiable solution of their time-local equation is a superposition of them. -/
theorem solution_is_superposition (hu : TwiceDiff u) (hv : TwiceDiff v)
    (hW : ∀ t, wronskian u v t ≠ 0) {q : ℝ → ℝ} (hq : TwiceDiff q)
    (h : ∀ t, ObeysAt (damping u v t) (frequencySq u v t) q t) :
    ∃ a b, q = superpose a b u v := by
  have hm := fun t => modes_obey ((coefficients_at hu hv (hW t) _ _).2 ⟨rfl, rfl⟩)
  -- a function decaying at the same rate as W is a constant multiple of W
  have ratio : ∀ x : ℝ → ℝ, (∀ t, HasDerivAt x (-damping u v t * x t) t) →
      ∀ t, x t / wronskian u v t = x 0 / wronskian u v 0 := by
    intro x hx t
    have hr : ∀ s, HasDerivAt (fun s => x s / wronskian u v s) 0 s := fun s =>
      ((hx s).fun_div (abel_identity hu hv (hm s).1 (hm s).2) (hW s)).congr_deriv (by ring)
    exact is_const_of_deriv_eq_zero (fun s => (hr s).differentiableAt)
      (fun s => (hr s).deriv) t 0
  have ha := ratio (wronskian q v) fun t => abel_identity hq hv (h t) (hm t).2
  have hb := ratio (wronskian u q) fun t => abel_identity hu hq (hm t).1 (h t)
  refine ⟨wronskian q v 0 / wronskian u v 0, wronskian u q 0 / wronskian u v 0, ?_⟩
  funext t
  unfold superpose
  rw [← ha t, ← hb t, div_mul_eq_mul_div, div_mul_eq_mul_div, ← add_div,
    eq_div_iff (hW t)]
  unfold wronskian
  ring

/-- At a time where the Wronskian of two twice differentiable modes vanishes but its
derivative does not, no finite damping and squared frequency govern all superpositions. -/
theorem no_coefficients_at_simple_zero (hu : TwiceDiff u) (hv : TwiceDiff v) {t : ℝ}
    (h0 : wronskian u v t = 0) (h1 : deriv (wronskian u v) t ≠ 0) :
    ¬ ∃ g k, ∀ a b, ObeysAt g k (superpose a b u v) t := by
  rintro ⟨g, k, h⟩
  obtain ⟨hu', hv'⟩ := modes_obey h
  apply h1
  rw [(abel_identity hu hv hu' hv').deriv, h0, mul_zero]

/-- The damped oscillation `exp(-γt/2) (c cos ωt + d sin ωt)`. -/
def ringdown (γ ω c d t : ℝ) : ℝ :=
  Real.exp (-(γ / 2) * t) * (c * Real.cos (ω * t) + d * Real.sin (ω * t))

/-- The velocity of a damped oscillation is a damped oscillation with the same `γ` and `ω`
and with amplitudes `ωd - γc/2` and `-ωc - γd/2`. -/
theorem hasDerivAt_ringdown (γ ω c d t : ℝ) :
    HasDerivAt (ringdown γ ω c d)
      (ringdown γ ω (ω * d - γ / 2 * c) (-(ω * c) - γ / 2 * d) t) t := by
  have he := ((hasDerivAt_id' t).const_mul (-(γ / 2))).exp
  have hc := ((hasDerivAt_id' t).const_mul ω).cos
  have hs := ((hasDerivAt_id' t).const_mul ω).sin
  refine (he.fun_mul ((hc.const_mul c).fun_add (hs.const_mul d))).congr_deriv ?_
  simp only [ringdown]
  ring

/-- For `ω ≠ 0` the modes `exp(-γt/2) cos ωt` and `exp(-γt/2) sin ωt` have the constant
damping `γ` and the constant squared frequency `ω² + γ²/4`. -/
theorem damped_oscillator_coefficients (γ : ℝ) {ω : ℝ} (hω : ω ≠ 0) (t : ℝ) :
    γ = damping (ringdown γ ω 1 0) (ringdown γ ω 0 1) t ∧
      ω ^ 2 + γ ^ 2 / 4 = frequencySq (ringdown γ ω 1 0) (ringdown γ ω 0 1) t := by
  have hd : ∀ c d, deriv (ringdown γ ω c d) =
      ringdown γ ω (ω * d - γ / 2 * c) (-(ω * c) - γ / 2 * d) :=
    fun c d => funext fun s => (hasDerivAt_ringdown γ ω c d s).deriv
  have h1 : ∀ c d, Differentiable ℝ (ringdown γ ω c d) :=
    fun c d s => (hasDerivAt_ringdown γ ω c d s).differentiableAt
  have h2 : ∀ c d, TwiceDiff (ringdown γ ω c d) :=
    fun c d => ⟨h1 c d, by rw [hd]; exact h1 _ _⟩
  -- the Wronskian is ω exp(-γt)
  have hW : wronskian (ringdown γ ω 1 0) (ringdown γ ω 0 1) t =
      ω * Real.exp (-(γ / 2) * t) ^ 2 := by
    simp only [wronskian, hd, ringdown]
    linear_combination ω * Real.exp (-(γ / 2) * t) ^ 2 * Real.sin_sq_add_cos_sq (ω * t)
  have hW0 : wronskian (ringdown γ ω 1 0) (ringdown γ ω 0 1) t ≠ 0 := by
    rw [hW]
    exact mul_ne_zero hω (pow_ne_zero 2 (Real.exp_ne_zero _))
  refine (coefficients_at (h2 1 0) (h2 0 1) hW0 _ _).1 fun a b => ?_
  have hs : superpose a b (ringdown γ ω 1 0) (ringdown γ ω 0 1) = ringdown γ ω a b := by
    funext s
    simp only [superpose, ringdown]
    ring
  rw [hs]
  simp only [ObeysAt, hd, ringdown]
  ring

end

end TimeLocalBrownianMotion
```

```lean
#print axioms TimeLocalBrownianMotion.time_local_coefficients_unique
#print axioms TimeLocalBrownianMotion.solution_is_superposition
#print axioms TimeLocalBrownianMotion.no_coefficients_at_simple_zero
#print axioms TimeLocalBrownianMotion.damped_oscillator_coefficients
```

```
'TimeLocalBrownianMotion.time_local_coefficients_unique' depends on axioms: [propext, Classical.choice, Quot.sound]
'TimeLocalBrownianMotion.solution_is_superposition' depends on axioms: [propext, Classical.choice, Quot.sound]
'TimeLocalBrownianMotion.no_coefficients_at_simple_zero' depends on axioms: [propext, Classical.choice, Quot.sound]
'TimeLocalBrownianMotion.damped_oscillator_coefficients' depends on axioms: [propext, Classical.choice, Quot.sound]
```

## The algebra inside the proof

`deriv_superpose` and `hasDerivAt_wronskian` supply the derivatives, and `modes_obey` selects the two modes by setting $(a,b)$ to $(1,0)$ and $(0,1)$. `abel_identity` is the first elimination above.

In `coefficients_at`, `eq_div_iff` clears the denominators. The two `linear_combination` calls in the forward direction are the two eliminations, with the same multipliers $u,v$ and $v',u'$. The reverse direction treats a general superposition at once: `mul_left_cancel₀` permits multiplication by $W$, and the final `linear_combination` checks the cancellation. The main theorem applies this result at each time and uses `funext` to turn equal values into equal functions.

In `solution_is_superposition`, the local claim `ratio` shows that the quotients $x/W$ have zero derivative and are therefore constant. Their values at time zero serve as $a$ and $b$. `no_coefficients_at_simple_zero` derives its contradiction from Abel's identity.

For the damped oscillator, `hasDerivAt_ringdown` replaces the substitution $y=e^{\gamma t/2}q$ by a rule for how differentiation changes the cosine and sine amplitudes. `damped_oscillator_coefficients` applies the rule twice to verify the equation of motion, then obtains the coefficients from the uniqueness direction of `coefficients_at`.
